# The projector g(|k|²) S(k) is differentiable at k = 0 for homogeneous S and right-differentiable g

Let S be a homogeneous polynomial of degree l in the components of k ∈ ℝ³, and let g be differentiable from the right at 0. Then β(k) = g(|k|²) S(k) is differentiable at k = 0, and its derivative in the direction v is g(0) S(v) for l = 1 and zero for every other l.

```lean
import Mathlib

open Filter Topology Set

namespace ProjectorAtGamma

noncomputable section

local notation "K3" => EuclideanSpace ℝ (Fin 3)

/-- The value at the real wave vector `k` of a complex polynomial in the three
Cartesian components. -/
def solid (S : MvPolynomial (Fin 3) ℂ) (k : K3) : ℂ :=
  MvPolynomial.eval (fun i => ((k i : ℝ) : ℂ)) S

/-- The projector in reciprocal space, `β(k) = g(|k|²) S(k)`. -/
def projector (g : ℝ → ℂ) (S : MvPolynomial (Fin 3) ℂ) (k : K3) : ℂ :=
  g (‖k‖ ^ 2) * solid S k

/-- A homogeneous polynomial of degree `l` scales as `S(t k) = t^l S(k)`. -/
theorem solid_smul {S : MvPolynomial (Fin 3) ℂ} {l : ℕ} (hS : S.IsHomogeneous l)
    (t : ℝ) (k : K3) : solid S (t • k) = (t : ℂ) ^ l * solid S k := by
  unfold solid
  rw [MvPolynomial.eval_eq', MvPolynomial.eval_eq', Finset.mul_sum]
  refine Finset.sum_congr rfl fun d hd => ?_
  -- the exponents of every monomial add up to `l`
  have hdeg : ∑ i, d i = l := by
    have h := hS (MvPolynomial.mem_support_iff.mp hd)
    rw [Finsupp.weight_apply, Finsupp.sum_fintype _ _ (by simp)] at h
    simpa using h
  have hprod : ∏ i, (((t • k) i : ℝ) : ℂ) ^ d i
      = (t : ℂ) ^ l * ∏ i, ((k i : ℝ) : ℂ) ^ d i := by
    rw [← hdeg, ← Finset.prod_pow_eq_pow_sum, ← Finset.prod_mul_distrib]
    refine Finset.prod_congr rfl fun i _ => ?_
    rw [← mul_pow]
    simp
  rw [hprod]
  ring

/-- A polynomial in the components of `k` is differentiable at every wave vector. -/
theorem solid_differentiable (S : MvPolynomial (Fin 3) ℂ) :
    Differentiable ℝ (solid S) := by
  induction S using MvPolynomial.induction_on with
  | C a =>
    have h : solid (MvPolynomial.C a) = fun _ => a := by
      funext k
      simp [solid]
    rw [h]
    exact differentiable_const a
  | add p q hp hq =>
    have h : solid (p + q) = fun k => solid p k + solid q k := by
      funext k
      simp [solid]
    rw [h]
    exact fun k => (hp k).add (hq k)
  | mul_X p i hp =>
    have h : solid (p * MvPolynomial.X i) = fun k => solid p k * ((k i : ℝ) : ℂ) := by
      funext k
      simp [solid]
    have hi : Differentiable ℝ (fun k : K3 => ((k i : ℝ) : ℂ)) :=
      (Complex.ofRealCLM.comp (EuclideanSpace.proj i : K3 →L[ℝ] ℝ)).differentiable
    rw [h]
    exact fun k => (hp k).mul (hi k)

/-- At the origin, the derivative of a homogeneous polynomial of degree `l` is the
polynomial itself for `l = 1` and zero for every other `l`. -/
theorem solid_fderiv_zero {S : MvPolynomial (Fin 3) ℂ} {l : ℕ} (hS : S.IsHomogeneous l)
    (v : K3) : fderiv ℝ (solid S) 0 v = if l = 1 then solid S v else 0 := by
  have hD : HasFDerivAt (solid S) (fderiv ℝ (solid S) 0) ((0 : ℝ) • v) := by
    rw [zero_smul]
    exact (solid_differentiable S 0).hasFDerivAt
  have hline : HasDerivAt (fun t : ℝ => t • v) v 0 := by
    simpa using (hasDerivAt_id (0 : ℝ)).smul_const v
  -- differentiate along the ray `t v` in two ways
  have h1 : HasDerivAt (fun t : ℝ => solid S (t • v)) (fderiv ℝ (solid S) 0 v) 0 :=
    HasFDerivAt.comp_hasDerivAt (f := fun t : ℝ => t • v) (0 : ℝ) hD hline
  have e : (fun t : ℝ => solid S (t • v))
      = fun t : ℝ => ((t ^ l : ℝ) : ℂ) * solid S v := by
    funext t
    rw [solid_smul hS, Complex.ofReal_pow]
  rw [e] at h1
  have h2 := ((hasDerivAt_pow l (0 : ℝ)).ofReal_comp).mul_const (solid S v)
  rw [h1.unique h2]
  rcases l with _ | _ | n <;> simp

/-- If `g` is differentiable from the right at `0` and `S` is homogeneous of degree `l`,
then `β(k) = g(|k|²) S(k)` is differentiable at `k = 0`, with derivative `g(0) S` for
`l = 1` and zero for every other `l`. -/
theorem projector_fderiv_zero {g : ℝ → ℂ} {S : MvPolynomial (Fin 3) ℂ} {l : ℕ}
    (hS : S.IsHomogeneous l) (hg : DifferentiableWithinAt ℝ g (Ici 0) 0) :
    DifferentiableAt ℝ (projector g S) 0 ∧
      ∀ v, fderiv ℝ (projector g S) 0 v = if l = 1 then g 0 * solid S v else 0 := by
  have hn : HasFDerivAt (fun k : K3 => ‖k‖ ^ 2) (0 : K3 →L[ℝ] ℝ) 0 := by
    have h := (hasStrictFDerivAt_norm_sq (0 : K3)).hasFDerivAt
    simpa using h
  have hg' : HasFDerivWithinAt g (fderivWithin ℝ g (Ici 0) 0) (Ici 0)
      ((fun k : K3 => ‖k‖ ^ 2) 0) := by
    have h0 : (fun k : K3 => ‖k‖ ^ 2) 0 = 0 := by simp
    rw [h0]
    exact hg.hasFDerivWithinAt
  -- the radial factor is stationary at the origin
  have hG : HasFDerivAt (fun k : K3 => g (‖k‖ ^ 2)) (0 : K3 →L[ℝ] ℂ) 0 := by
    have h := hg'.comp (0 : K3) (hn.hasFDerivWithinAt (s := univ))
      (fun k _ => sq_nonneg ‖k‖)
    rw [ContinuousLinearMap.comp_zero, hasFDerivWithinAt_univ] at h
    exact h
  have hD := (solid_differentiable S 0).hasFDerivAt
  have h3 : HasFDerivAt (projector g S)
      (g (‖(0 : K3)‖ ^ 2) • fderiv ℝ (solid S) 0 + solid S 0 • (0 : K3 →L[ℝ] ℂ)) 0 :=
    hG.mul hD
  refine ⟨h3.differentiableAt, fun v => ?_⟩
  have h0 : ‖(0 : K3)‖ ^ 2 = 0 := by simp
  rw [h3.fderiv]
  change g (‖(0 : K3)‖ ^ 2) * fderiv ℝ (solid S) 0 v + solid S 0 * 0 = _
  rw [h0, mul_zero, add_zero, solid_fderiv_zero hS]
  split_ifs <;> simp

/-- If `g` is continuous from the right at `0` and `S` is homogeneous of degree `l ≥ 1`, then `β(k)
= g(|k|²) S(k)` is differentiable at `k = 0`, with derivative `g(0) S` for `l = 1` and zero for `l ≥
2`. -/
theorem projector_fderiv_zero_of_continuous {g : ℝ → ℂ} {S : MvPolynomial (Fin 3) ℂ}
    {l : ℕ} (hl : 1 ≤ l) (hS : S.IsHomogeneous l) (hg : ContinuousWithinAt g (Ici 0) 0) :
    DifferentiableAt ℝ (projector g S) 0 ∧
      ∀ v, fderiv ℝ (projector g S) 0 v = if l = 1 then g 0 * solid S v else 0 := by
  have hS0 : solid S 0 = 0 := by
    have h := solid_smul hS 0 0
    simpa [show l ≠ 0 by omega] using h
  have hn : Tendsto (fun k : K3 => ‖k‖ ^ 2) (𝓝 0) (𝓝[Ici 0] 0) := by
    refine tendsto_nhdsWithin_iff.mpr ⟨?_, Eventually.of_forall fun k => sq_nonneg ‖k‖⟩
    have hc : Continuous (fun k : K3 => ‖k‖ ^ 2) := by fun_prop
    simpa using hc.tendsto 0
  have hG : Tendsto (fun k : K3 => g (‖k‖ ^ 2) - g 0) (𝓝 0) (𝓝 0) := by
    have h := (hg.tendsto.comp hn).sub_const (g 0)
    rw [sub_self] at h
    exact h
  have hD := (solid_differentiable S 0).hasFDerivAt
  have hO : (fun k => solid S k) =O[𝓝 0] (fun k : K3 => ‖k‖) := by
    have h := hD.isBigO_sub.norm_right
    simpa [hS0] using h
  -- the variation of `g` times `S` is of higher than first order in `k`
  have ho : (fun k : K3 => (g (‖k‖ ^ 2) - g 0) * solid S k) =o[𝓝 0] (fun k : K3 => k) := by
    have h := ((Asymptotics.isLittleO_one_iff ℝ).mpr hG).mul_isBigO hO
    have h' : (fun k : K3 => (g (‖k‖ ^ 2) - g 0) * solid S k)
        =o[𝓝 0] (fun k : K3 => ‖k‖) := by
      simpa only [one_mul] using h
    exact h'.of_norm_right
  have h1 : HasFDerivAt (fun k : K3 => (g (‖k‖ ^ 2) - g 0) * solid S k)
      (0 : K3 →L[ℝ] ℂ) 0 := by
    rw [hasFDerivAt_iff_isLittleO_nhds_zero]
    simpa [hS0] using ho
  have h3 : HasFDerivAt (projector g S) (g 0 • fderiv ℝ (solid S) 0) 0 := by
    have e : projector g S
        = fun k => (g (‖k‖ ^ 2) - g 0) * solid S k + g 0 * solid S k := by
      funext k
      unfold projector
      ring
    have h2 := h1.add (hD.const_mul (g 0))
    rw [e]
    exact h2.congr_fderiv (zero_add _)
  refine ⟨h3.differentiableAt, fun v => ?_⟩
  rw [h3.fderiv]
  change g 0 * fderiv ℝ (solid S) 0 v = _
  rw [solid_fderiv_zero hS]
  split_ifs <;> simp

/-- With `g(s) = √s` and `S = 1` the projector is not differentiable at `k = 0`. -/
theorem s_channel_cusp :
    ¬ DifferentiableAt ℝ (projector (fun s => ((Real.sqrt s : ℝ) : ℂ)) 1) 0 := by
  intro h
  let e : K3 := EuclideanSpace.single 0 1
  have he : ‖e‖ = 1 := by simp [e]
  have h0 : DifferentiableAt ℝ (projector (fun s => ((Real.sqrt s : ℝ) : ℂ)) 1)
      ((0 : ℝ) • e) := by
    rw [zero_smul]
    exact h
  have hline : DifferentiableAt ℝ (fun t : ℝ => t • e) 0 := by fun_prop
  have h1 := DifferentiableAt.comp (f := fun t : ℝ => t • e) (0 : ℝ) h0 hline
  have h2 := Complex.reCLM.differentiableAt.comp (0 : ℝ) h1
  -- along a coordinate axis the projector is `|t|`
  have ha : (fun t : ℝ => |t|) = fun t : ℝ =>
      Complex.reCLM (projector (fun s => ((Real.sqrt s : ℝ) : ℂ)) 1 (t • e)) := by
    funext t
    simp [projector, solid, norm_smul, he, Real.sqrt_sq_eq_abs]
  have h3 : DifferentiableAt ℝ (fun t : ℝ => |t|) 0 := by
    rw [ha]
    exact h2
  exact not_differentiableAt_abs_zero h3

/-- If `g` is continuous from the right at `0`, then in the Cartesian p channel, `β(k) = g(|k|²)
kᵢ`, the derivative at `k = 0` in the direction `v` is `g(0) vᵢ`. -/
theorem p_channel_fderiv_zero {g : ℝ → ℂ} (hg : ContinuousWithinAt g (Ici 0) 0)
    (i : Fin 3) (v : K3) :
    fderiv ℝ (projector g (MvPolynomial.X i)) 0 v = g 0 * ((v i : ℝ) : ℂ) := by
  have h := (projector_fderiv_zero_of_continuous le_rfl
    (MvPolynomial.isHomogeneous_X ℂ i) hg).2 v
  rw [h, if_pos rfl]
  simp [solid]

end

end ProjectorAtGamma
```

```lean
#print axioms ProjectorAtGamma.projector_fderiv_zero
-- 'ProjectorAtGamma.projector_fderiv_zero' depends on axioms: [propext, Classical.choice, Quot.sound]
#print axioms ProjectorAtGamma.projector_fderiv_zero_of_continuous
-- 'ProjectorAtGamma.projector_fderiv_zero_of_continuous' depends on axioms: [propext, Classical.choice, Quot.sound]
#print axioms ProjectorAtGamma.s_channel_cusp
-- 'ProjectorAtGamma.s_channel_cusp' depends on axioms: [propext, Classical.choice, Quot.sound]
#print axioms ProjectorAtGamma.p_channel_fderiv_zero
-- 'ProjectorAtGamma.p_channel_fderiv_zero' depends on axioms: [propext, Classical.choice, Quot.sound]
```

## Projectors in terms of solid harmonics

A non-local pseudopotential or PAW projector with angular momentum l is usually written in reciprocal space as a radial function times a spherical harmonic,

β(k) = f(|k|) Yₗₘ(k/|k|).

The direction k/|k| has no meaning at k = 0. If f(q) = qˡ g(q²), the factor |k|ˡ combines with the spherical harmonic into the solid harmonic S(k) = |k|ˡ Yₗₘ(k/|k|), which is a polynomial, and

β(k) = g(|k|²) S(k)

makes sense everywhere. In a plane-wave code, k stands here for the full wave vector, Bloch vector plus reciprocal lattice vector, so the origin is reached by the constant plane wave at Γ.

In the file, `K3` is ℝ³ with the Euclidean norm, and its components carry the indices 0, 1, 2. The polynomial `S` has complex coefficients, which admits complex as well as real harmonics, and `solid S k` is its value at the real vector k. The function `projector g S` is β. Constant prefactors, including powers of the imaginary unit, can be absorbed into g or S.

The hypothesis `S.IsHomogeneous l` says that every monomial in S has total degree l. Harmonicity is not assumed, so |k|² is also an admissible S with l = 2.

The hypothesis `DifferentiableWithinAt ℝ g (Ici 0) 0` is one-sided because |k|² is never negative. It says that the radial factor has the form g(0) + a |k|² + o(|k|²) at small |k|, which excludes, for example, a term linear in |k|. A square-integrable projector of finite range satisfies it, since f(q) is then a weighted integral of the spherical Bessel function jₗ(qr) over a finite range of r, and jₗ(x)/xˡ is a power series in x²; the file assumes the condition and does not derive it from a radial function in real space.

## The derivative channel by channel

The main theorem, `projector_fderiv_zero`, has two parts. The first is differentiability at the origin, over the real numbers. The second gives `fderiv ℝ (projector g S) 0 v`, the directional derivative along v, where v need not be a unit vector. The first part gives the second its content, because Lean assigns the derivative zero to a function that is not differentiable.

Derivatives of projectors with respect to k enter the velocity operator of a non-local potential. For a single projector on an atom at the origin, the theorem says that only the p channel can have a first-order term at k = 0. The phase factor of an atom elsewhere is not part of the model, and neither higher derivatives nor the behaviour away from k = 0 are treated.

For the Cartesian p function S(k) = kᵢ, `p_channel_fderiv_zero` gives the derivative explicitly:

Dβ(0)[v] = g(0) vᵢ.

## Differentiating the polynomial along a ray

Write S as a sum of monomials,

S(k) = Σ_d c_d k₀^{d₀} k₁^{d₁} k₂^{d₂}, with d₀ + d₁ + d₂ = l in every term.

Replacing k by tk gives each monomial a factor t^{d₀+d₁+d₂} = tˡ, hence

S(tk) = tˡ S(k).

This is `solid_smul`. Its step `hdeg` extracts the sum of the exponents from homogeneity, and `hprod` pulls the power of t out of the product.

A polynomial is differentiable because constants and components are, and because sums and products preserve differentiability. The proof of `solid_differentiable` is an induction with exactly these cases: a constant, a sum, and multiplication by one more component.

The derivative at the origin now follows by differentiating t ↦ S(tv) at t = 0 in two ways. The chain rule gives DS(0)[v]. The scaling law gives

d/dt [tˡ S(v)] at t = 0.

For l = 0 the function is constant in t and the derivative is 0. For l = 1 it is S(v). For l ≥ 2 it is l tˡ⁻¹ S(v) at t = 0, which is 0. Therefore

DS(0)[v] = S(v) if l = 1, and 0 otherwise.

In `solid_fderiv_zero` the two computations are `h1` and `h2`. They are equated by uniqueness of the derivative, and the final `rcases` separates l = 0, l = 1 and l ≥ 2.

## The radial factor is stationary at the origin

Let a be the right derivative of g at 0. Then

g(|k|²) = g(0) + a |k|² + o(|k|²),

so the radial factor changes only at second order in k and its derivative at the origin is zero. In Lean this is `hG`, obtained by the chain rule from `hn`, the vanishing derivative of |k|² at 0. The inequality `sq_nonneg` ensures that g is only evaluated where its one-sided derivative applies.

The product rule gives

Dβ(0)[v] = g(0) DS(0)[v] + S(0) · 0 = g(0) DS(0)[v].

This is `h3`. Inserting the derivative of S proves the main theorem.

## From l = 1 on, continuity of g suffices

For l ≥ 1 the scaling law with t = 0 gives S(0) = 0. The theorem `projector_fderiv_zero_of_continuous` uses this to weaken the assumption on g to continuity from the right at 0. Split β as

β(k) = g(0) S(k) + [g(|k|²) − g(0)] S(k).

Since S is differentiable and vanishes at the origin, |S(k)| ≤ C |k| near 0 for some constant C. The bracket tends to zero by continuity, so the second term is o(|k|) and has zero derivative at the origin. The first term has derivative g(0) DS(0)[v], which gives the same formula as before.

The Lean proof follows this split: `hG` is the limit of the bracket, `hO` the linear bound on S, and `ho` their product. The p-channel formula is the case l = 1 with S = kᵢ.

## Without differentiability of g, the s channel can have a cusp

For l = 0 the polynomial does not vanish at the origin, unless it is zero, and the argument above breaks down. Take S = 1 and g(s) = √s, which is continuous at 0 but not differentiable from the right. Then

β(k) = √(|k|²) = |k|.

Along the unit vector e of the first axis, β(te) = |t|, which has slopes −1 and +1 on the two sides of t = 0. The theorem `s_channel_cusp` restricts β to this axis, takes the real part, and contradicts the known non-differentiability of |t|. An interpolated s-channel table with a term linear in |k| at small |k| produces the same kind of cusp.

In the p channel, continuity matters too, as an example worked only by hand shows. Let g(0) = 0, g(s) = 1 for s > 0, and S(k) = k₀. Then β(k) = k₀ for all k, including k = 0, so its derivative is v₀, whereas g(0) S(v) would be 0.
